# A traceless Hermitian perturbation gives displaced charge of both signs exactly when it changes the spectrum

Let H0 and V be Hermitian n×n matrices with Tr V = 0. Let N0(E) and N(E) be the numbers of eigenvalues of H0 and H0 + V at or below E, counted with multiplicity. The displaced charge N(E) − N0(E) is strictly positive at some Fermi level and strictly negative at another if and only if H0 and H0 + V have different spectra as multisets.

For a non-interacting tight-binding cluster with finitely many orthonormal orbitals, this means that an impurity whose on-site energy shifts sum to zero, if it changes the spectrum at all, attracts electrons at some Fermi levels and repels them at others.

```lean
import Mathlib

open Finset
open scoped ComplexOrder

namespace FriedelSignChange

noncomputable section
```

## Levels, counts and displaced charge

A spectrum is a list of real levels e_i, with i running over `Fin n`, that is, from 0 to n − 1. Its counting function is

N_e(E) = number of i with e_i ≤ E.

A level exactly at E counts as occupied.

```lean
/-- The number of levels `e i` at or below the energy `E`. -/
def levelCount {n : ℕ} (e : Fin n → ℝ) (E : ℝ) : ℕ :=
  (univ.filter (fun i => e i ≤ E)).card
```

Two lists describe the same spectrum when they agree up to relabelling. Forgetting the labels but keeping the multiplicities gives a multiset.

```lean
/-- The spectrum as a multiset: the levels with their multiplicities, without their labels. -/
def levels {n : ℕ} (e : Fin n → ℝ) : Multiset ℝ :=
  (univ : Finset (Fin n)).val.map e
```

The displaced charge is

ΔN(E) = N(E) − N0(E).

It counts electrons, one per eigenstate at zero temperature, so a positive value means electrons gained. In Lean, `h0` and `hV` are the proofs that H0 and V are Hermitian, and `h0.add hV` is the resulting proof for H0 + V, which supplies its real eigenvalues. The difference is taken in the integers, so it can be negative.

V stays fixed while E moves: there is no self-consistent response. The matrices refer to an orthonormal basis. Friedel's sum rule expresses displaced charge through scattering phase shifts in an extended host; here the levels of a finite matrix are counted directly, and no phase shifts enter.

```lean
/-- The displaced charge `N(E) - N0(E)` at Fermi level `E`, where `N0` and `N` count the
eigenvalues of the Hermitian matrices `H0` and `H0 + V`. -/
def displacedCharge {n : ℕ} {H0 V : Matrix (Fin n) (Fin n) ℂ}
    (h0 : H0.IsHermitian) (hV : V.IsHermitian) (E : ℝ) : ℤ :=
  (levelCount (h0.add hV).eigenvalues E : ℤ) - (levelCount h0.eigenvalues E : ℤ)
```

## Pairing the levels by rank

Suppose two spectra a and b satisfy N_b(E) ≤ N_a(E) at every E. Sort both with permutations p and q, so that a_p(k) and b_q(k) are nondecreasing in k. Then

a_p(k) ≤ b_q(k) for every k.

Suppose instead that b_q(k) < a_p(k), and set E = b_q(k). The levels b_q(0), …, b_q(k) all lie at or below E, so N_b(E) ≥ k + 1. Any a_p(m) at or below E has m < k, so N_a(E) ≤ k. This contradicts the assumption.

The required pairing is σ = p ∘ q⁻¹, with a_σ(i) ≤ b_i. In the proof, `hb` and `ha` are the two counting bounds, and `omega` derives the contradiction.

```lean
/-- If at or below every energy there are at least as many `a` levels as `b` levels, then the two
sets of levels can be paired one-to-one with no `a` level above its partner. -/
theorem exists_level_pairing {n : ℕ} (a b : Fin n → ℝ)
    (h : ∀ E, levelCount b E ≤ levelCount a E) :
    ∃ σ : Equiv.Perm (Fin n), ∀ i, a (σ i) ≤ b i := by
  -- sort both spectra and pair the levels of equal rank
  obtain ⟨p, hp⟩ : ∃ p : Equiv.Perm (Fin n), Monotone (a ∘ p) := ⟨_, Tuple.monotone_sort a⟩
  obtain ⟨q, hq⟩ : ∃ q : Equiv.Perm (Fin n), Monotone (b ∘ q) := ⟨_, Tuple.monotone_sort b⟩
  refine ⟨q.symm.trans p, fun i => ?_⟩
  obtain ⟨k, rfl⟩ := q.surjective i
  change a (p (q.symm (q k))) ≤ b (q k)
  rw [Equiv.symm_apply_apply]
  by_contra hc
  have hlt : b (q k) < a (p k) := not_le.mp hc
  -- at least k + 1 of the b levels lie at or below b (q k)
  have hb : (k : ℕ) + 1 ≤ levelCount b (b (q k)) := by
    rw [← Fin.card_Iic k, ← Finset.card_map q.toEmbedding]
    refine Finset.card_le_card fun j hj => ?_
    obtain ⟨m, hm, rfl⟩ := Finset.mem_map.mp hj
    exact Finset.mem_filter.mpr ⟨Finset.mem_univ _, hq (Finset.mem_Iic.mp hm)⟩
  -- but at most k of the a levels do
  have ha : levelCount a (b (q k)) ≤ (k : ℕ) := by
    rw [← Fin.card_Iio k, ← Finset.card_map p.toEmbedding]
    refine Finset.card_le_card fun j hj => ?_
    obtain ⟨m, rfl⟩ := p.surjective j
    have hj' : a (p m) ≤ b (q k) := (Finset.mem_filter.mp hj).2
    refine Finset.mem_map.mpr ⟨m, Finset.mem_Iio.mpr ?_, rfl⟩
    by_contra hm
    have hkm : a (p k) ≤ a (p m) := hp (not_lt.mp hm)
    linarith
  have := h (b (q k))
  omega
```

## Equal sums leave no room for a shift

Suppose also that Σ b_i ≤ Σ a_i. Relabelling does not change a sum, so

Σ (b_i − a_σ(i)) = Σ b_i − Σ a_i ≤ 0.

Every term on the left is nonnegative, so every term vanishes. Hence b_i = a_σ(i), and the spectra coincide. `Finset.sum_eq_sum_iff_of_le` takes the step from equal sums to equal terms; the remaining lines turn the relabelling into equality of multisets.

```lean
/-- If at or below every energy there are at least as many `a` levels as `b` levels, and the sum of
the `a` levels is not below that of the `b` levels, then the two spectra coincide. -/
theorem levels_eq_of_sum_le {n : ℕ} (a b : Fin n → ℝ)
    (h : ∀ E, levelCount b E ≤ levelCount a E) (hs : ∑ i, b i ≤ ∑ i, a i) :
    levels a = levels b := by
  obtain ⟨σ, hσ⟩ := exists_level_pairing a b h
  have hsum : ∑ i, a (σ i) = ∑ i, b i :=
    le_antisymm (Finset.sum_le_sum fun i _ => hσ i) (by rw [Equiv.sum_comp σ a]; exact hs)
  -- termwise inequality with equal sums is termwise equality
  have heq := (Finset.sum_eq_sum_iff_of_le (fun i _ => hσ i)).mp hsum
  have hb : b = a ∘ σ := funext fun i => (heq i (Finset.mem_univ i)).symm
  have hu := congrArg Finset.val (Finset.map_univ_equiv σ)
  rw [Finset.map_val] at hu
  rw [hb]
  exact (congrArg (Multiset.map a) hu.symm).trans (Multiset.map_map _ _ _)
```

In the other direction, the count at E can be read off the multiset alone, so equal spectra have equal counts.

```lean
/-- The level count depends only on the spectrum as a multiset. -/
theorem levelCount_congr {n : ℕ} {a b : Fin n → ℝ} (h : levels a = levels b) (E : ℝ) :
    levelCount a E = levelCount b E := by
  have key : ∀ e : Fin n → ℝ, levelCount e E = (levels e).countP (fun x => x ≤ E) := by
    intro e
    unfold levels
    rw [Multiset.countP_map]
    rfl
  rw [key, key, h]
```

## The sign criterion

The trace is the sum of the eigenvalues, so Tr V = 0 gives

Σ ε_i(H0 + V) = Tr(H0 + V) = Tr H0 = Σ ε_i(H0).

If ΔN is never positive, then N ≤ N0 everywhere, and the previous result with a the levels of H0 and b those of H0 + V makes the spectra equal. If ΔN is never negative, the same argument applies with the roles exchanged. Different spectra therefore force both signs. Conversely, equal spectra give ΔN = 0 at every E.

In the statement, the two `∃ E` clauses are the two Fermi levels, and `≠` compares multisets. The hypothesis `hT` says that the level shifts sum to zero. With no condition on the trace the equivalence fails: for n = 1, H0 = 0 and V = 1, the spectrum changes but ΔN is never positive.

The proof follows this argument: `hsum` is the equality of level sums, and each `by_contra` assumes that one sign is missing.

```lean
/-- For a traceless Hermitian perturbation `V` of a Hermitian `H0`, the displaced charge takes
both strictly positive and strictly negative values as the Fermi level moves if and only if
the spectra of `H0 + V` and `H0` differ as multisets. -/
theorem displacedCharge_changes_sign_iff {n : ℕ} {H0 V : Matrix (Fin n) (Fin n) ℂ}
    (h0 : H0.IsHermitian) (hV : V.IsHermitian) (hT : V.trace = 0) :
    ((∃ E, 0 < displacedCharge h0 hV E) ∧ (∃ E, displacedCharge h0 hV E < 0)) ↔
      levels (h0.add hV).eigenvalues ≠ levels h0.eigenvalues := by
  -- a traceless perturbation keeps the sum of the levels
  have hsum : ∑ i, (h0.add hV).eigenvalues i = ∑ i, h0.eigenvalues i := by
    have e1 := h0.trace_eq_sum_eigenvalues
    have e2 := (h0.add hV).trace_eq_sum_eigenvalues
    rw [Matrix.trace_add, hT, add_zero, e1] at e2
    exact_mod_cast e2.symm
  constructor
  · rintro ⟨⟨E, hE⟩, -⟩ heq
    have := levelCount_congr heq E
    unfold displacedCharge at hE
    omega
  · intro hne
    constructor
    · by_contra hc
      refine hne (levels_eq_of_sum_le _ _ (fun E => ?_) hsum.le).symm
      have hE := not_lt.mp (not_exists.mp hc E)
      unfold displacedCharge at hE
      omega
    · by_contra hc
      refine hne (levels_eq_of_sum_le _ _ (fun E => ?_) hsum.ge)
      have hE := not_lt.mp (not_exists.mp hc E)
      unfold displacedCharge at hE
      omega
```

## A test from second moments

Write A = U D U†, with D the diagonal matrix of eigenvalues λ_i. Since U†U = 1,

A² = U D² U†, and so Tr A² = Tr D² = Σ λ_i².

```lean
/-- The second moment `Tr A²` of a Hermitian matrix is the sum of its squared eigenvalues. -/
theorem trace_mul_self_eq_sum {n : ℕ} {A : Matrix (Fin n) (Fin n) ℂ} (hA : A.IsHermitian) :
    (A * A).trace = ∑ i, (hA.eigenvalues i : ℂ) ^ 2 := by
  have key : ∀ U D : Matrix (Fin n) (Fin n) ℂ, star U * U = 1 → A = U * D * star U →
      (A * A).trace = (D * D).trace := by
    intro U D hU h
    have h2 : A * A = U * (D * D) * star U := by
      calc A * A = U * D * (star U * U) * D * star U := by rw [h]; simp only [mul_assoc]
        _ = U * (D * D) * star U := by rw [hU, mul_one]; simp only [mul_assoc]
    rw [h2, Matrix.trace_mul_comm, ← mul_assoc, hU, one_mul]
  have hs := hA.spectral_theorem
  rw [Unitary.conjStarAlgAut_apply] at hs
  rw [key _ _ (Matrix.mem_unitaryGroup_iff'.mp hA.eigenvectorUnitary.2) hs]
  simp [Matrix.diagonal_mul_diagonal, Matrix.trace_diagonal, pow_two]
```

Expanding the square and using Tr(V H0) = Tr(H0 V),

Tr(H0 + V)² − Tr H0² = 2 Tr(H0 V) + Tr V².

If the right-hand side is nonzero, the second moments differ, hence so do the spectra, and because Tr V = 0 both signs occur. The test needs only matrix products and traces, with no diagonalisation.

It is sufficient but not necessary. Take H0 = diag(1, 1, −2) and V = diag(−2, −2, 4), so that H0 + V = diag(−1, −1, 2). Then Tr V = 0, Tr(H0 V) = −12 and Tr V² = 24, and the test quantity is −24 + 24 = 0. The spectra nevertheless differ, and counting gives

ΔN = −1 for −2 ≤ E < −1,
ΔN = +1 for −1 ≤ E < 1,
ΔN = −1 for 1 ≤ E < 2,

and ΔN = 0 elsewhere.

In the proof, `hsq` states that equal spectra have equal sums of squares, and `linear_combination` finishes the expansion.

```lean
/-- For Hermitian `H0` and traceless Hermitian `V`, the displaced charge takes both signs
whenever `2 Tr(H0 V) + Tr V²` is nonzero. -/
theorem changes_sign_of_second_moment {n : ℕ} {H0 V : Matrix (Fin n) (Fin n) ℂ}
    (h0 : H0.IsHermitian) (hV : V.IsHermitian) (hT : V.trace = 0)
    (hM : 2 * (H0 * V).trace + (V * V).trace ≠ 0) :
    (∃ E, 0 < displacedCharge h0 hV E) ∧ (∃ E, displacedCharge h0 hV E < 0) := by
  refine (displacedCharge_changes_sign_iff h0 hV hT).mpr fun heq => hM ?_
  -- equal spectra have equal second moments
  have hsq := congrArg (fun s => (Multiset.map (fun x : ℝ => (x : ℂ) ^ 2) s).sum) heq
  simp only [levels, Multiset.map_map] at hsq
  have hm : ((H0 + V) * (H0 + V)).trace = (H0 * H0).trace := by
    rw [trace_mul_self_eq_sum (h0.add hV), trace_mul_self_eq_sum h0]
    exact hsq
  simp only [add_mul, mul_add, Matrix.trace_add] at hm
  rw [Matrix.trace_mul_comm V H0] at hm
  linear_combination hm
```

## Splitting a degenerate level

If H0 = c·1 with c real, then Tr(H0 V) = c Tr V = 0, and the test quantity becomes

Tr V² = Σ |V_ij|²,

which is positive unless V = 0. An example is a degenerate shell split by a traceless crystal field, in a one-electron model restricted to that shell.

```lean
/-- When the unperturbed matrix is `c • 1` with `c` real, every nonzero traceless Hermitian
perturbation `V` gives a displaced charge of both signs as the Fermi level moves. -/
theorem degenerate_level_changes_sign {n : ℕ} (c : ℝ) {V : Matrix (Fin n) (Fin n) ℂ}
    (h0 : ((c : ℂ) • (1 : Matrix (Fin n) (Fin n) ℂ)).IsHermitian)
    (hV : V.IsHermitian) (hT : V.trace = 0) (hne : V ≠ 0) :
    (∃ E, 0 < displacedCharge h0 hV E) ∧ (∃ E, displacedCharge h0 hV E < 0) := by
  refine changes_sign_of_second_moment h0 hV hT fun hz => hne ?_
  rw [Matrix.smul_mul, one_mul, Matrix.trace_smul, hT, smul_zero, mul_zero, zero_add] at hz
  exact Matrix.trace_conjTranspose_mul_self_eq_zero_iff.mp (by rw [hV.eq]; exact hz)
```

## A nonzero perturbation with zero displaced charge

For a general H0, V ≠ 0 is not enough. Take

H0 = diag(1, −1), V = diag(−2, 2), H0 + V = diag(−1, 1).

The two levels exchange sites and the spectrum is unchanged, so ΔN(E) = 0 for every E. For −1 ≤ E < 1 the one electron does move from the second site to the first, but the total count does not register this. The proof compares characteristic polynomials, which for 2×2 matrices are fixed by trace and determinant: here 0 and −1 for both matrices.

```lean
/-- For the traceless perturbation `diag(-2, 2)` of `diag(1, -1)`, the displaced charge (the change
in the total level count) is zero at every Fermi level. -/
theorem level_swap_displaces_nothing
    (h0 : (!![1, 0; 0, -1] : Matrix (Fin 2) (Fin 2) ℂ).IsHermitian)
    (hV : (!![-2, 0; 0, 2] : Matrix (Fin 2) (Fin 2) ℂ).IsHermitian) (E : ℝ) :
    displacedCharge h0 hV E = 0 := by
  -- both matrices have the same trace and determinant, hence the same eigenvalues
  have heq : (h0.add hV).eigenvalues = h0.eigenvalues := by
    rw [Matrix.IsHermitian.eigenvalues_eq_eigenvalues_iff, Matrix.charpoly_fin_two,
      Matrix.charpoly_fin_two]
    congr 2
    · norm_num [Matrix.trace_fin_two]
    · norm_num [Matrix.det_fin_two]
  unfold displacedCharge
  rw [heq, sub_self]

end

end FriedelSignChange
```

```lean
#print axioms FriedelSignChange.displacedCharge_changes_sign_iff
#print axioms FriedelSignChange.degenerate_level_changes_sign
#print axioms FriedelSignChange.level_swap_displaces_nothing
```

```
'FriedelSignChange.displacedCharge_changes_sign_iff' depends on axioms: [propext, Classical.choice, Quot.sound]
'FriedelSignChange.degenerate_level_changes_sign' depends on axioms: [propext, Classical.choice, Quot.sound]
'FriedelSignChange.level_swap_displaces_nothing' depends on axioms: [propext, Classical.choice, Quot.sound]
```
